# An $r^l/(2l+1)!!$ bound on the $l$-th Legendre moment of a $C^l$ axial function

An axial function $f(z)$ inside an augmentation sphere may behave quite differently outside it, so its derivatives are taken within the closed interval $[-r,r]$, one-sided at the ends. In Lean, `f : ℝ → E` is defined on the whole line, but `ContDiffOn` and `iteratedDerivWithin` restrict every smoothness assumption to that interval.

Here $r$ is the sphere radius, $t$ the cosine of the polar angle, and $z=rt$ the height above the centre. With $P_l$ defined by Rodrigues' formula, the moment is

$$A_l=\int_{-1}^{1}P_l(t)\,f(rt)\,dt .$$

The main theorem, `norm_legendreMoment_le`, says that if $r>0$, $f$ is $C^l$ on $[-r,r]$ and $\|f^{(l)}\|\le M$ there, then $\|A_l\|\le 2Mr^l/(2l+1)!!$. The projection on the normalised harmonic $Y_{l0}$ is $\sqrt{\pi(2l+1)}\,A_l$.

```lean
import Mathlib

open Polynomial
open scoped Nat

namespace PAWLegendreSuppression

noncomputable section

variable {E : Type*} [NormedAddCommGroup E] [NormedSpace ℝ E]

/-- The Legendre polynomial `P_l` from Rodrigues' formula,
`P_l = (d/dt)^l (t² - 1)^l / (2^l l!)`. -/
def legendreP (l : ℕ) : ℝ[X] :=
  C (1 / (2 ^ l * (l ! : ℝ))) * derivative^[l] ((X ^ 2 - 1) ^ l)

/-- The `l`-th angular channel `∫ P_l(t) f(r t) dt`, `-1 ≤ t ≤ 1`, of an axial function `f(z)`
on the sphere of radius `r`, where `z = r t` and `t` is the cosine of the polar angle. -/
def legendreMoment (l : ℕ) (r : ℝ) (f : ℝ → E) : E :=
  ∫ t in (-1 : ℝ)..1, (legendreP l).eval t • f (r * t)
```

## Positive radius

The condition $r>0$ says that there is a sphere. By hand it ensures that $rt$ stays in $[-r,r]$; `axial_mem` proves this for $t\in[-1,1]$. Where `integral_by_parts` needs a derivative at $rt$, it checks separately that $rt$ lies in the open interval. For $r<0$ the interval is empty and the assumptions on $f$ say nothing: $f=1$, $l=0$, $M=0$ would satisfy them with $A_0=2$. This counter-example calls only for $r\ge0$.

```lean
/-- A point of the sphere of radius `r > 0` with polar cosine `t` in `[-1, 1]` has its axial
coordinate `r t` in `[-r, r]`. -/
theorem axial_mem {r t : ℝ} (hr : 0 < r) (ht : t ∈ Set.Icc (-1 : ℝ) 1) :
    r * t ∈ Set.Icc (-r) r :=
  ⟨by nlinarith [ht.1], by nlinarith [ht.2]⟩
```

## Values in a complete space

The values of $f$ lie in a real Banach space `E`, which includes real and complex functions. Completeness enters through the fundamental theorem of calculus. For a polynomial $p$ with $p(\pm1)=0$,

$$\int_{-1}^{1}p'(t)\,g(rt)\,dt=\big[p(t)\,g(rt)\big]_{-1}^{1}-r\int_{-1}^{1}p(t)\,g'(rt)\,dt,$$

and the bracket vanishes. In the proof, `H` is the integrated product rule, and `hp` and `hm` remove the boundary terms. Without completeness, Mathlib sets the integral to zero and the estimate is empty.

```lean
/-- One integration by parts over the polar cosine: if the polynomial `p` vanishes at both poles
and `g` has the derivative `g'` inside `[-r, r]`, both continuous on `[-r, r]` with `r > 0`, the
derivative moves from `p` to `g` at the price of a factor `-r`. -/
theorem integral_by_parts [CompleteSpace E] {r : ℝ} (hr : 0 < r) (p : ℝ[X])
    (hp : p.eval 1 = 0) (hm : p.eval (-1) = 0) {g g' : ℝ → E}
    (hg : ContinuousOn g (Set.Icc (-r) r)) (hg' : ContinuousOn g' (Set.Icc (-r) r))
    (hd : ∀ x ∈ Set.Ioo (-r) r, HasDerivAt g (g' x) x) :
    ∫ t in (-1 : ℝ)..1, (derivative p).eval t • g (r * t)
      = (-r) • ∫ t in (-1 : ℝ)..1, p.eval t • g' (r * t) := by
  have h11 : (-1 : ℝ) ≤ 1 := by norm_num
  have hmaps : Set.MapsTo (fun t : ℝ => r * t) (Set.Icc (-1) 1) (Set.Icc (-r) r) :=
    fun t ht => axial_mem hr ht
  have hlin : Continuous (fun t : ℝ => r * t) := by fun_prop
  have cg : ContinuousOn (fun t => g (r * t)) (Set.Icc (-1) 1) :=
    hg.comp hlin.continuousOn hmaps
  have cg' : ContinuousOn (fun t => g' (r * t)) (Set.Icc (-1) 1) :=
    hg'.comp hlin.continuousOn hmaps
  have i1 : IntervalIntegrable (fun t => (derivative p).eval t • g (r * t))
      MeasureTheory.volume (-1) 1 :=
    ((derivative p).continuous.continuousOn.smul cg).intervalIntegrable_of_Icc h11
  have i2 : IntervalIntegrable (fun t => r • (p.eval t • g' (r * t)))
      MeasureTheory.volume (-1) 1 :=
    ((p.continuous.continuousOn.smul cg').const_smul r).intervalIntegrable_of_Icc h11
  -- the fundamental theorem of calculus for the product
  have H : ∫ t in (-1 : ℝ)..1,
      (r • (p.eval t • g' (r * t)) + (derivative p).eval t • g (r * t))
        = p.eval 1 • g (r * 1) - p.eval (-1) • g (r * (-1)) := by
    refine intervalIntegral.integral_eq_sub_of_hasDerivAt_of_le
      (f := fun t => p.eval t • g (r * t)) h11 (p.continuous.continuousOn.smul cg)
      (fun t ht => ?_) (i2.add i1)
    have hh : HasDerivAt (fun t : ℝ => r * t) r t := by
      simpa using (hasDerivAt_id t).const_mul r
    have hgr : HasDerivAt (fun t => g (r * t)) (r • g' (r * t)) t :=
      (hd (r * t) ⟨by nlinarith [ht.1], by nlinarith [ht.2]⟩).scomp t hh
    exact ((p.hasDerivAt t).smul hgr).congr_deriv (by rw [smul_comm (p.eval t) r])
  rw [intervalIntegral.integral_add i2 i1, intervalIntegral.integral_smul, hp, hm,
    zero_smul, zero_smul, sub_zero] at H
  rw [neg_smul]
  exact eq_neg_of_add_eq_zero_right H
```

## Smoothness up to the surface

Being $C^l$ on $[-r,r]$ means that $f$ and its derivatives up to order $l$ exist and are continuous there. This permits $l$ integrations by parts. For $m<l$, the $m$-th derivative of $(t^2-1)^l$ retains a factor $(t^2-1)^{l-m}$, so it vanishes at $\pm1$. After $l$ steps, $(-r)^l(t^2-1)^l=r^l(1-t^2)^l$ gives

$$A_l=\frac{r^l}{2^l\,l!}\int_{-1}^{1}(1-t^2)^l f^{(l)}(rt)\,dt .$$

In `legendreMoment_eq`, `hpole` supplies the zeros, `key` is the induction on the number of steps, and `hsign` combines the signs.

A step function equal to $-1$ below $z=0$ and $+1$ above has zero derivative off the step, yet $A_1=1$. Control of the derivative at all but one point is therefore not enough; the example does not show that $f^{(l)}$ must be continuous.

```lean
/-- For `f` of class `C^l` on `[-r, r]`, `r > 0`, the `l`-th channel is a weighted integral of the
`l`-th derivative: it equals `r^l / (2^l l!) ∫ (1 - t²)^l f^(l)(r t) dt`. -/
theorem legendreMoment_eq [CompleteSpace E] {l : ℕ} {r : ℝ} (hr : 0 < r) {f : ℝ → E}
    (hf : ContDiffOn ℝ l f (Set.Icc (-r) r)) :
    legendreMoment l r f = (r ^ l / (2 ^ l * (l ! : ℝ))) •
      ∫ t in (-1 : ℝ)..1, (1 - t ^ 2) ^ l •
        iteratedDerivWithin l f (Set.Icc (-r) r) (r * t) := by
  have hs : UniqueDiffOn ℝ (Set.Icc (-r) r) := uniqueDiffOn_Icc (by linarith)
  -- derivatives of order below `l` of `(t² - 1)^l` vanish at the poles
  have hpole : ∀ m < l, ∀ a : ℝ, a ^ 2 = 1 →
      (derivative^[m] ((X ^ 2 - 1 : ℝ[X]) ^ l)).eval a = 0 := by
    intro m hm a ha
    obtain ⟨q, hq⟩ := pow_sub_dvd_iterate_derivative_pow (X ^ 2 - 1 : ℝ[X]) l m
    have h0 : (X ^ 2 - 1 : ℝ[X]).eval a = 0 := by simp [ha]
    rw [hq, eval_mul, eval_pow, h0, zero_pow (by omega), zero_mul]
  -- `k` integrations by parts
  have key : ∀ k ≤ l,
      ∫ t in (-1 : ℝ)..1, (derivative^[l] ((X ^ 2 - 1 : ℝ[X]) ^ l)).eval t • f (r * t)
        = (-r) ^ k • ∫ t in (-1 : ℝ)..1,
          (derivative^[l - k] ((X ^ 2 - 1 : ℝ[X]) ^ l)).eval t •
            iteratedDerivWithin k f (Set.Icc (-r) r) (r * t) := by
    intro k
    induction k with
    | zero => intro _; simp [iteratedDerivWithin_zero]
    | succ k ih =>
      intro hk
      have hkl : k < l := by omega
      have c0 : ContinuousOn (iteratedDerivWithin k f (Set.Icc (-r) r)) (Set.Icc (-r) r) :=
        hf.continuousOn_iteratedDerivWithin (by exact_mod_cast hkl.le) hs
      have c1 : ContinuousOn (iteratedDerivWithin (k + 1) f (Set.Icc (-r) r))
          (Set.Icc (-r) r) :=
        hf.continuousOn_iteratedDerivWithin (by exact_mod_cast hk) hs
      have hder : ∀ x ∈ Set.Ioo (-r) r, HasDerivAt (iteratedDerivWithin k f (Set.Icc (-r) r))
          (iteratedDerivWithin (k + 1) f (Set.Icc (-r) r) x) x := by
        intro x hx
        have hd : DifferentiableOn ℝ (iteratedDerivWithin k f (Set.Icc (-r) r))
            (Set.Icc (-r) r) :=
          hf.differentiableOn_iteratedDerivWithin (by exact_mod_cast hkl) hs
        rw [iteratedDerivWithin_succ]
        exact (hd x (Set.Ioo_subset_Icc_self hx)).hasDerivWithinAt.hasDerivAt
          (Icc_mem_nhds hx.1 hx.2)
      rw [ih hkl.le, show l - k = (l - (k + 1)) + 1 by omega,
        Function.iterate_succ_apply',
        integral_by_parts hr _ (hpole (l - (k + 1)) (by omega) 1 (by norm_num))
          (hpole (l - (k + 1)) (by omega) (-1) (by norm_num)) c0 c1 hder,
        smul_smul, pow_succ (-r) k]
  have h1 : legendreMoment l r f = (1 / (2 ^ l * (l ! : ℝ))) •
      ∫ t in (-1 : ℝ)..1, (derivative^[l] ((X ^ 2 - 1 : ℝ[X]) ^ l)).eval t • f (r * t) := by
    rw [← intervalIntegral.integral_smul]
    simp only [legendreMoment, legendreP, eval_mul, eval_C, mul_smul]
  have h2 : ∫ t in (-1 : ℝ)..1, ((X ^ 2 - 1 : ℝ[X]) ^ l).eval t •
        iteratedDerivWithin l f (Set.Icc (-r) r) (r * t)
      = (-1 : ℝ) ^ l • ∫ t in (-1 : ℝ)..1, (1 - t ^ 2) ^ l •
        iteratedDerivWithin l f (Set.Icc (-r) r) (r * t) := by
    rw [← intervalIntegral.integral_smul]
    refine intervalIntegral.integral_congr fun t _ => ?_
    have ht : (t ^ 2 - 1) ^ l = (-1) ^ l * (1 - t ^ 2) ^ l := by
      rw [← mul_pow]
      congr 1
      ring
    simp only [eval_pow, eval_sub, eval_X, eval_one, ht, mul_smul]
  have hsign : (-r) ^ l * (-1) ^ l = r ^ l := by
    rw [← mul_pow]
    simp
  rw [h1, key l le_rfl, Nat.sub_self, Function.iterate_zero_apply, h2, smul_smul, smul_smul,
    mul_assoc, hsign]
  congr 1
  ring
```

## A bound on the $l$-th derivative

The constant $M$ is an upper bound on $\|f^{(l)}\|$ over $[-r,r]$; for $l=0$ it bounds $f$ itself. Some finite $M$ always exists, since $f^{(l)}$ is continuous on a closed interval, but no single $M$ serves all functions: multiplying $f$ by a constant multiplies $A_l$ too.

To use it, let $W_l=\int_{-1}^{1}(1-t^2)^l\,dt$. Integrating

$$\frac{d}{dt}\big[t(1-t^2)^{l+1}\big]=(2l+3)(1-t^2)^{l+1}-2(l+1)(1-t^2)^l$$

over $[-1,1]$ gives $W_{l+1}=\frac{2(l+1)}{2l+3}W_l$. With $W_0=2$, this yields $W_l=2\cdot2^l\,l!/(2l+1)!!$. The induction in `integral_weight` follows this recursion.

```lean
/-- The integral of the weight `(1 - t²)^l`: `∫ (1 - t²)^l dt = 2 · 2^l l! / (2l+1)!!` over
`[-1, 1]`. -/
theorem integral_weight (l : ℕ) :
    ∫ t in (-1 : ℝ)..1, (1 - t ^ 2) ^ l = 2 * (2 ^ l * (l ! : ℝ)) / ((2 * l + 1)‼ : ℝ) := by
  induction l with
  | zero => norm_num [Nat.doubleFactorial]
  | succ l ih =>
    have hd : ∀ t : ℝ, HasDerivAt (fun t : ℝ => t * (1 - t ^ 2) ^ (l + 1))
        ((2 * l + 3) * (1 - t ^ 2) ^ (l + 1) - 2 * (l + 1) * (1 - t ^ 2) ^ l) t := by
      intro t
      have h2 : HasDerivAt (fun t : ℝ => 1 - t ^ 2) (-(2 * t)) t := by
        simpa using (hasDerivAt_pow 2 t).const_sub 1
      refine ((hasDerivAt_id' t).fun_mul (h2.fun_pow (l + 1))).congr_deriv ?_
      simp only [Nat.add_sub_cancel]
      push_cast
      ring
    -- integrating this total derivative gives the recursion in `l`
    have H : ∫ t in (-1 : ℝ)..1,
        ((2 * l + 3) * (1 - t ^ 2) ^ (l + 1) - 2 * (l + 1) * (1 - t ^ 2) ^ l) = 0 := by
      rw [intervalIntegral.integral_eq_sub_of_hasDerivAt (fun t _ => hd t)
        (Continuous.intervalIntegrable (by fun_prop) _ _)]
      simp
    rw [intervalIntegral.integral_sub (Continuous.intervalIntegrable (by fun_prop) _ _)
      (Continuous.intervalIntegrable (by fun_prop) _ _),
      intervalIntegral.integral_const_mul, intervalIntegral.integral_const_mul, ih] at H
    have hD : ((2 * l + 1)‼ : ℝ) ≠ 0 := by exact_mod_cast (Nat.doubleFactorial_pos _).ne'
    have hc := div_mul_cancel₀ (2 * (2 ^ l * (l ! : ℝ))) hD
    rw [show 2 * (l + 1) + 1 = (2 * l + 1) + 2 by ring, Nat.doubleFactorial_add_two,
      Nat.factorial_succ]
    push_cast
    rw [eq_div_iff (mul_ne_zero (by positivity) hD)]
    linear_combination ((2 * l + 1)‼ : ℝ) * H + 2 * ((l : ℝ) + 1) * hc
```

Since $1-t^2\ge0$, the norm of the integral is at most $MW_l$, which is `hI` below. Multiplication by $r^l/(2^l\,l!)$ gives the bound.

```lean
/-- Bound on the `l`-th angular channel: if `f` is `C^l` on `[-r, r]`, `r > 0`, and its `l`-th
derivative is bounded by `M` there, the `l`-th channel is at most `2 M r^l / (2l+1)!!` in norm. -/
theorem norm_legendreMoment_le [CompleteSpace E] {l : ℕ} {r M : ℝ} (hr : 0 < r) {f : ℝ → E}
    (hf : ContDiffOn ℝ l f (Set.Icc (-r) r))
    (hM : ∀ x ∈ Set.Icc (-r) r, ‖iteratedDerivWithin l f (Set.Icc (-r) r) x‖ ≤ M) :
    ‖legendreMoment l r f‖ ≤ 2 * M * r ^ l / ((2 * l + 1)‼ : ℝ) := by
  have hI : ‖∫ t in (-1 : ℝ)..1, (1 - t ^ 2) ^ l •
      iteratedDerivWithin l f (Set.Icc (-r) r) (r * t)‖
        ≤ ∫ t in (-1 : ℝ)..1, (1 - t ^ 2) ^ l * M := by
    refine intervalIntegral.norm_integral_le_of_norm_le (by norm_num)
      (Filter.Eventually.of_forall fun t ht => ?_)
      (Continuous.intervalIntegrable (by fun_prop) _ _)
    have h0 : 0 ≤ 1 - t ^ 2 := by nlinarith [ht.1, ht.2]
    rw [norm_smul, Real.norm_of_nonneg (pow_nonneg h0 l)]
    exact mul_le_mul_of_nonneg_left (hM _ (axial_mem hr ⟨ht.1.le, ht.2⟩)) (pow_nonneg h0 l)
  rw [intervalIntegral.integral_mul_const, integral_weight] at hI
  have hD : ((2 * l + 1)‼ : ℝ) ≠ 0 := by exact_mod_cast (Nat.doubleFactorial_pos _).ne'
  have hl : (l ! : ℝ) ≠ 0 := by exact_mod_cast l.factorial_ne_zero
  rw [legendreMoment_eq hr hf, norm_smul, Real.norm_of_nonneg (by positivity)]
  refine (mul_le_mul_of_nonneg_left hI (by positivity)).trans (le_of_eq ?_)
  field_simp
```

For fixed $f$ and $l$, the same $M$ serves every smaller concentric sphere, so the bound scales as $r^l$. Decay in $l$ at fixed $r$ also depends on how $M$ grows with $l$.

## Monomials and plane waves

The lemma `iteratedDerivWithin_of_tower` identifies derivatives from a sequence in which each function is the derivative of the one before.

```lean
/-- If `F 0 = f` and each `F (k+1)` is the derivative of `F k`, then `F k` is the `k`-th
derivative of `f` on `[-r, r]`, `r > 0`. -/
theorem iteratedDerivWithin_of_tower {r : ℝ} (hr : 0 < r) {f : ℝ → E} (F : ℕ → ℝ → E)
    (h0 : F 0 = f) (h : ∀ k x, HasDerivAt (F k) (F (k + 1) x) x) (k : ℕ) :
    ∀ x ∈ Set.Icc (-r) r, iteratedDerivWithin k f (Set.Icc (-r) r) x = F k x := by
  induction k with
  | zero => intro x _; rw [iteratedDerivWithin_zero, h0]
  | succ k ih =>
    intro x hx
    rw [iteratedDerivWithin_succ, derivWithin_congr (fun y hy => ih y hy) (ih x hx)]
    exact (h k x).hasDerivWithinAt.derivWithin (uniqueDiffOn_Icc (by linarith) x hx)
```

For $f=z^l$ the $l$-th derivative is the constant $l!$. The integral formula then gives $A_l=2\,l!\,r^l/(2l+1)!!$, which is the bound with $M=l!$, so the constant is sharp for every $l$.

```lean
/-- The bound is sharp: for `r > 0` the function `z^l` has the constant `l`-th derivative `l!` on
`[-r, r]`, and its `l`-th channel equals `2 l! r^l / (2l+1)!!`. -/
theorem monomial_saturates (l : ℕ) {r : ℝ} (hr : 0 < r) :
    (∀ x ∈ Set.Icc (-r) r,
      iteratedDerivWithin l (fun z : ℝ => z ^ l) (Set.Icc (-r) r) x = (l ! : ℝ)) ∧
    legendreMoment l r (fun z : ℝ => z ^ l)
      = 2 * (l ! : ℝ) * r ^ l / ((2 * l + 1)‼ : ℝ) := by
  have hder : ∀ x ∈ Set.Icc (-r) r,
      iteratedDerivWithin l (fun z : ℝ => z ^ l) (Set.Icc (-r) r) x = (l ! : ℝ) := by
    intro x hx
    rw [iteratedDerivWithin_of_tower hr
      (fun k x => (derivative^[k] (X ^ l : ℝ[X])).eval x) (by funext z; simp)
      (fun k x => by
        simp only [Function.iterate_succ_apply']
        exact Polynomial.hasDerivAt _ x) l x hx]
    simp [iterate_derivative_X_pow_eq_natCast_mul, Nat.descFactorial_self]
  refine ⟨hder, ?_⟩
  have hI : ∫ t in (-1 : ℝ)..1, (1 - t ^ 2) ^ l •
      iteratedDerivWithin l (fun z : ℝ => z ^ l) (Set.Icc (-r) r) (r * t)
        = ∫ t in (-1 : ℝ)..1, (1 - t ^ 2) ^ l * (l ! : ℝ) := by
    refine intervalIntegral.integral_congr fun t ht => ?_
    rw [Set.uIcc_of_le (by norm_num)] at ht
    simp only [hder _ (axial_mem hr ht), smul_eq_mul]
  have hD : ((2 * l + 1)‼ : ℝ) ≠ 0 := by exact_mod_cast (Nat.doubleFactorial_pos _).ne'
  have hl : (l ! : ℝ) ≠ 0 := by exact_mod_cast l.factorial_ne_zero
  have hsmooth : ContDiffOn ℝ l (fun z : ℝ => z ^ l) (Set.Icc (-r) r) :=
    (contDiff_id.pow l).contDiffOn
  rw [legendreMoment_eq hr hsmooth, hI,
    intervalIntegral.integral_mul_const, integral_weight, smul_eq_mul]
  field_simp
```

For $f=e^{i\kappa z}$ with real $\kappa$, $f^{(l)}=(i\kappa)^l e^{i\kappa z}$ has modulus $|\kappa|^l$, so $|A_l|\le2(|\kappa|r)^l/(2l+1)!!$. Real $\kappa$ keeps the exponential at modulus one; the growing wave $e^{az}$ with $a>0$ already has $A_0=2\sinh(ar)/(ar)>2$.

In PAW calculations a plane wave is not itself cut off in $l$: its channels above the highest $l$ of the projectors stay in place but receive no augmentation. The bound limits the size of each such channel on a sphere of radius $r$, for a single plane wave with the polar axis along its wavevector; it does not give the resulting energy error.

```lean
/-- The `l`-th channel of the plane wave `exp(iκz)` on a sphere of radius `r > 0` is at most
`2 (|κ| r)^l / (2l+1)!!` in modulus. -/
theorem planeWave_channel_le (l : ℕ) (κ : ℝ) {r : ℝ} (hr : 0 < r) :
    ‖legendreMoment l r (fun z : ℝ => Complex.exp (Complex.I * κ * z))‖
      ≤ 2 * (|κ| * r) ^ l / ((2 * l + 1)‼ : ℝ) := by
  have hz : ContDiff ℝ l (fun z : ℝ => (z : ℂ)) := Complex.ofRealCLM.contDiff
  rw [mul_pow, ← mul_assoc]
  refine norm_legendreMoment_le hr (contDiff_const.mul hz).cexp.contDiffOn fun x hx => ?_
  -- each derivative brings down a factor `iκ`
  rw [iteratedDerivWithin_of_tower hr
    (fun k (x : ℝ) => (Complex.I * κ) ^ k * Complex.exp (Complex.I * κ * x))
    (by funext z; simp) (fun k x => ?_) l x hx]
  · have hphase : Complex.I * κ * x = ((κ * x : ℝ) : ℂ) * Complex.I := by
      push_cast
      ring
    rw [norm_mul, hphase, Complex.norm_exp_ofReal_mul_I, norm_pow, norm_mul, Complex.norm_I,
      Complex.norm_real, Real.norm_eq_abs, one_mul, mul_one]
  · have h1 : HasDerivAt (fun z : ℂ => Complex.I * κ * z) (Complex.I * κ) (x : ℂ) := by
      simpa using (hasDerivAt_id (x : ℂ)).const_mul (Complex.I * (κ : ℂ))
    exact (h1.cexp.comp_ofReal.const_mul ((Complex.I * (κ : ℂ)) ^ k)).congr_deriv (by ring)

end

end PAWLegendreSuppression
```

```lean
#print axioms PAWLegendreSuppression.norm_legendreMoment_le
#print axioms PAWLegendreSuppression.monomial_saturates
#print axioms PAWLegendreSuppression.planeWave_channel_le
```

```
'PAWLegendreSuppression.norm_legendreMoment_le' depends on axioms: [propext, Classical.choice, Quot.sound]
'PAWLegendreSuppression.monomial_saturates' depends on axioms: [propext, Classical.choice, Quot.sound]
'PAWLegendreSuppression.planeWave_channel_le' depends on axioms: [propext, Classical.choice, Quot.sound]
```
